# The Valiron–Mayer scheme: $3^N-2^N-N$ energies, and the site-site value when they are basis-independent

## Fragments that borrow basis functions

In a molecular cluster computed with atom-centred Gaussians, each fragment can lower its energy by using its neighbours' basis functions. Subtracting isolated-fragment energies from the cluster energy then counts part of this lowering as binding: the basis set superposition error. The Valiron–Mayer scheme counters it by computing subclusters in the bases of larger ones, with ghost functions on the missing fragments. How many energies does this take, and what remains if the basis has no influence?

Let $E(T,S)$ be the energy of a nonempty cluster $T$ in the basis of the fragments $S\supseteq T$, with all fragments kept at their positions and geometries in the full cluster. For $N$ fragments, the interaction energy is

$$E_{\rm VM}=\sum_{\substack{\emptyset\ne T\subseteq S\\ |S|\ge 2}}(-1)^{|S|-|T|}E(T,S).$$

## Counting the pairs

Fix $T$. A basis set $S\supseteq T$ is determined by its ghost fragments $U=S\setminus T$, any subset of the $N-|T|$ others. By the binomial theorem,

$$\sum_{S\supseteq T}a^{|S|-|T|}=\sum_U a^{|U|}=(a+1)^{N-|T|}.$$

At $a=1$ this counts the bases for one $T$. Summing over all $T$ gives $\sum_T 2^{N-|T|}=3^N$; removing $T=\emptyset$ leaves $3^N-2^N$. The condition $|S|\ge2$ excludes only the $N$ pairs $(\{i\},\{i\})$, since a nonempty $T$ inside a one-fragment $S$ equals $S$. The scheme therefore has $3^N-2^N-N$ pairs, which is $27-8-3=16$ for a trimer.

## Basis-independent energies

The simpler site-site counterpoise scheme subtracts the energies of the single fragments from that of the full cluster, all computed in the full cluster's basis. Suppose now that no energy depends on the basis: $E(T,S)=e(T)$. At $a=-1$ the sum over $S$ is $0^{N-|T|}$, which is 1 for the full cluster and 0 otherwise. Subtracting the excluded monomer terms, whose sign is $+1$, gives for $N\ge1$

$$E_{\rm VM}=e(\text{all})-\sum_i e(\{i\}),$$

the site-site value.

## Accumulated deviations

If instead $|E(T,S)-e(T)|\le\delta$ for every pair, subtract the two signed sums. Each term has magnitude at most $\delta$, so the interaction energy differs from the site-site value of $e$ by at most $(3^N-2^N-N)\delta$. For $\delta\ge0$, the choice $E(T,S)=e(T)+(-1)^{|S|-|T|}\delta$ attains the bound, because every sign then appears squared. This shows that the bound is sharp for arbitrary real energies, not that a variational calculation can reach it: for $N\ge3$ and $\delta>0$, the choice raises a monomer's energy by $2\delta$ when its basis grows from two fragments to three, whereas exact minimisation in a larger basis containing the first cannot raise the energy.

For counterpoise calculations on finite clusters, this is an upper limit on error accumulation under a uniform error bound; it does not predict the actual error.

## A trimer in numbers

In arbitrary energy units, let each monomer have $e=-1$, each dimer $-2.1$ and the trimer $-3.4$. Each two-fragment basis contributes $-2.1+1+1=-0.1$, and the three-fragment basis contributes $-3.4+3(2.1)-3=-0.1$. The total is $-0.4$, equal to $-3.4+3$. Deviations of at most $0.001$ per energy can shift it by at most $0.016$.

## Energies as functions of two finite sets

In the Lean file, `ι` is the finite type of fragments and `Fintype.card ι` is $N$. Clusters and bases are both of type `Finset ι`, `vmPairs` collects the admissible pairs, and `vmEnergy` and `siteSite` are the two interaction energies. The count holds for every $N$, including zero; the energy theorems assume `[Nonempty ι]`, that is, $N\ge1$.

The energies are arbitrary real numbers: no Hamiltonian, Gaussian function or variational principle enters. Basis independence stands for the idealisation of a complete basis on every fragment, and $\delta$ for a uniform limit on departures from reference values; both are assumed.

```lean
import Mathlib

open Finset

namespace ValironMayerCounting

noncomputable section

variable {ι : Type*} [Fintype ι] [DecidableEq ι]

/-- Pairs `(T, S)` of a nonempty cluster `T` and a set `S` of fragments containing `T`,
whose basis functions are used. -/
def clusterPairs (ι : Type*) [Fintype ι] [DecidableEq ι] : Finset (Finset ι × Finset ι) :=
  univ.filter fun p => p.1.Nonempty ∧ p.1 ⊆ p.2

/-- The pairs of the Valiron-Mayer scheme: the basis comes from at least two fragments. -/
def vmPairs (ι : Type*) [Fintype ι] [DecidableEq ι] : Finset (Finset ι × Finset ι) :=
  (clusterPairs ι).filter fun p => 2 ≤ p.2.card

/-- The Valiron-Mayer interaction energy, where `E T S` is the energy of the cluster `T`
in the basis of the fragments `S`. -/
def vmEnergy (E : Finset ι → Finset ι → ℝ) : ℝ :=
  ∑ p ∈ vmPairs ι, (-1 : ℝ) ^ (p.2.card - p.1.card) * E p.1 p.2

/-- The site-site interaction energy: the energy of the whole complex minus the energies
of the single fragments. -/
def siteSite (e : Finset ι → ℝ) : ℝ := e univ - ∑ i, e {i}

/-- A sum over the Valiron-Mayer pairs is the sum over all nonempty clusters and all bases
containing them, minus the terms of single fragments in their own basis. -/
theorem sum_vmPairs (f : Finset ι → Finset ι → ℝ) :
    ∑ p ∈ vmPairs ι, f p.1 p.2 =
      (∑ T : Finset ι with T.Nonempty, ∑ S : Finset ι with T ⊆ S, f T S)
        - ∑ i, f {i} {i} := by
  -- the pairs left out by the scheme are the monomers in their own basis
  have h1 : ∑ i, f {i} {i} =
      ∑ p ∈ (clusterPairs ι).filter (fun p => ¬ 2 ≤ p.2.card), f p.1 p.2 := by
    refine Finset.sum_bij (fun i _ => (({i} : Finset ι), ({i} : Finset ι))) ?_ ?_ ?_ ?_
    · intro i _
      simp [clusterPairs]
    · intro a _ b _ h
      simpa using h
    · rintro ⟨T, S⟩ h
      simp only [clusterPairs, mem_filter, mem_univ, true_and] at h
      obtain ⟨⟨hT, hTS⟩, hS⟩ := h
      have c1 := Finset.card_le_card hTS
      have c2 := hT.card_pos
      obtain ⟨i, hi⟩ := Finset.card_eq_one.mp (show S.card = 1 by omega)
      have hTe : T = S := Finset.eq_of_subset_of_card_le hTS (by omega)
      refine ⟨i, mem_univ i, ?_⟩
      rw [hTe, hi]
    · intro i _
      rfl
  have h2 : ∑ p ∈ clusterPairs ι, f p.1 p.2 =
      ∑ T : Finset ι with T.Nonempty, ∑ S : Finset ι with T ⊆ S, f T S := by
    simp only [clusterPairs, Finset.sum_filter, Fintype.sum_prod_type]
    refine Finset.sum_congr rfl fun T _ => ?_
    by_cases hT : T.Nonempty <;> simp [hT]
  have h3 := Finset.sum_filter_add_sum_filter_not (clusterPairs ι)
    (fun p => 2 ≤ p.2.card) (fun p => f p.1 p.2)
  rw [← h2, h1, ← h3]
  unfold vmPairs
  ring

/-- Binomial sum over all bases `S` that contain a given cluster `T`. -/
theorem sum_supersets_pow (a : ℝ) (T : Finset ι) :
    ∑ S : Finset ι with T ⊆ S, a ^ (S.card - T.card) =
      (a + 1) ^ (Fintype.card ι - T.card) := by
  rw [← Finset.card_compl, ← Finset.sum_pow_mul_eq_add_pow]
  simp only [one_pow, mul_one]
  -- a basis containing `T` is fixed by its ghost fragments `S \ T`
  refine Finset.sum_nbij' (fun S => S \ T) (fun U => U ∪ T) ?_ ?_ ?_ ?_ ?_
  · intro S _
    exact Finset.mem_powerset.mpr fun x hx =>
      Finset.mem_compl.mpr (Finset.mem_sdiff.mp hx).2
  · intro U _
    exact Finset.mem_filter.mpr ⟨mem_univ _, Finset.subset_union_right⟩
  · intro S hS
    exact Finset.sdiff_union_of_subset (Finset.mem_filter.mp hS).2
  · intro U hU
    ext x
    have hx : x ∈ U → x ∉ T := fun h =>
      Finset.mem_compl.mp (Finset.mem_powerset.mp hU h)
    simp only [mem_sdiff, mem_union]
    tauto
  · intro S hS
    have h := Finset.card_sdiff_add_card_eq_card (Finset.mem_filter.mp hS).2
    have h' : S.card - T.card = (S \ T).card := by omega
    rw [h']

/-- For `N` fragments the Valiron-Mayer scheme has `3^N - 2^N - N` pairs. -/
theorem card_vmPairs :
    ((vmPairs ι).card : ℝ) =
      3 ^ Fintype.card ι - 2 ^ Fintype.card ι - Fintype.card ι := by
  have h := sum_vmPairs (ι := ι) (fun _ _ => (1 : ℝ))
  have inner (T : Finset ι) : ∑ S : Finset ι with T ⊆ S, (1 : ℝ) =
      2 ^ (Fintype.card ι - T.card) := by
    have h1 := sum_supersets_pow 1 T
    simp only [one_pow] at h1
    rw [h1]
    norm_num
  have total := Fintype.sum_pow_mul_eq_add_pow ι (1 : ℝ) 2
  simp only [one_pow, one_mul] at total
  -- remove the empty cluster from the sum over all clusters
  have split := Finset.sum_filter_add_sum_filter_not (univ : Finset (Finset ι))
    (fun T => T.Nonempty) (fun T => (2 : ℝ) ^ (Fintype.card ι - T.card))
  have hempty : (univ : Finset (Finset ι)).filter (fun T => ¬ T.Nonempty) = {∅} := by
    ext T
    simp [Finset.not_nonempty_iff_eq_empty]
  rw [hempty, Finset.sum_singleton, Finset.card_empty, Nat.sub_zero, total] at split
  simp only [inner] at h
  have hc : ∑ p ∈ vmPairs ι, (1 : ℝ) = (vmPairs ι).card := by simp
  have hn : ∑ i : ι, (1 : ℝ) = Fintype.card ι := by simp
  rw [hc, hn] at h
  have h3 : (1 + 2 : ℝ) = 3 := by norm_num
  rw [h3] at split
  linarith

/-- For a trimer the scheme has 16 pairs. -/
theorem card_vmPairs_trimer : (vmPairs (Fin 3)).card = 16 := by
  have h : ((vmPairs (Fin 3)).card : ℝ) = 16 := by
    rw [card_vmPairs, Fintype.card_fin]
    norm_num
  exact_mod_cast h

/-- If the energies do not depend on the basis, the Valiron-Mayer interaction energy equals
the site-site value. -/
theorem vmEnergy_eq_siteSite [Nonempty ι] (e : Finset ι → ℝ) :
    vmEnergy (fun T _ => e T) = siteSite e := by
  refine (sum_vmPairs (fun T S => (-1 : ℝ) ^ (S.card - T.card) * e T)).trans ?_
  simp only [← Finset.sum_mul, sum_supersets_pow, neg_add_cancel, Nat.sub_self,
    pow_zero, one_mul]
  unfold siteSite
  congr 1
  -- only the full cluster survives the alternating sum over bases
  rw [Finset.sum_eq_single (univ : Finset ι)]
  · simp
  · intro T _ hT
    have hlt := Finset.card_lt_card (Finset.ssubset_univ_iff.mpr hT)
    rw [Finset.card_univ] at hlt
    rw [zero_pow (by omega), zero_mul]
  · intro h
    exact absurd (Finset.mem_filter.mpr ⟨mem_univ _, Finset.univ_nonempty⟩) h

/-- If every energy in the scheme lies within `δ` of a basis-independent value, the interaction
energy lies within `(3^N - 2^N - N) δ` of the site-site value. -/
theorem abs_vmEnergy_sub_siteSite_le [Nonempty ι] (E : Finset ι → Finset ι → ℝ)
    (e : Finset ι → ℝ) (δ : ℝ) (h : ∀ p ∈ vmPairs ι, |E p.1 p.2 - e p.1| ≤ δ) :
    |vmEnergy E - siteSite e| ≤
      (3 ^ Fintype.card ι - 2 ^ Fintype.card ι - Fintype.card ι) * δ := by
  rw [← vmEnergy_eq_siteSite, ← card_vmPairs, ← nsmul_eq_mul]
  unfold vmEnergy
  rw [← Finset.sum_sub_distrib]
  refine (Finset.abs_sum_le_sum_abs _ _).trans (Finset.sum_le_card_nsmul _ _ _ ?_)
  intro p hp
  rw [← mul_sub, abs_mul, abs_pow, abs_neg, abs_one, one_pow, one_mul]
  exact h p hp

/-- Deviations of size `δ` that follow the signs of the scheme shift the interaction energy
by exactly `(3^N - 2^N - N) δ`. -/
theorem vmEnergy_alternating_error [Nonempty ι] (e : Finset ι → ℝ) (δ : ℝ) :
    vmEnergy (fun T S => e T + (-1 : ℝ) ^ (S.card - T.card) * δ) =
      siteSite e + (3 ^ Fintype.card ι - 2 ^ Fintype.card ι - Fintype.card ι) * δ := by
  have hs (k : ℕ) : (-1 : ℝ) ^ k * ((-1 : ℝ) ^ k * δ) = δ := by
    rw [← mul_assoc, ← mul_pow]
    norm_num
  rw [← vmEnergy_eq_siteSite, ← card_vmPairs]
  unfold vmEnergy
  simp only [mul_add, Finset.sum_add_distrib, hs, Finset.sum_const, nsmul_eq_mul]

end

end ValironMayerCounting
```

```lean
#print axioms ValironMayerCounting.card_vmPairs_trimer
#print axioms ValironMayerCounting.abs_vmEnergy_sub_siteSite_le
#print axioms ValironMayerCounting.vmEnergy_alternating_error
```

```
'ValironMayerCounting.card_vmPairs_trimer' depends on axioms: [propext, Classical.choice, Quot.sound]
'ValironMayerCounting.abs_vmEnergy_sub_siteSite_le' depends on axioms: [propext, Classical.choice, Quot.sound]
'ValironMayerCounting.vmEnergy_alternating_error' depends on axioms: [propext, Classical.choice, Quot.sound]
```

## How the proof follows the sums

`sum_vmPairs` separates the monomer terms. It matches each fragment `i` with the excluded pair `({i}, {i})`, then writes the sum over all pairs as a double sum.

`sum_supersets_pow` is the binomial step. The maps `S \ T` and `U ∪ T` are the two directions of the correspondence between bases and ghost sets.

`card_vmPairs` applies the first lemma to the constant function 1, evaluates the sum over all clusters as $(1+2)^N$, and removes the empty one. The count is stated in the reals, so its subtractions are ordinary ones; `card_vmPairs_trimer` converts the value 16 back to a natural number.

In `vmEnergy_eq_siteSite`, `Finset.sum_eq_single` keeps only the full cluster, which is a nonempty set because $N\ge1$.

`abs_vmEnergy_sub_siteSite_le` combines this identity with the triangle inequality and the count. `vmEnergy_alternating_error` uses the local fact `hs`, which cancels the squared signs, so that each pair contributes exactly $\delta$.
